# Cell volumes of the coincidence and sum lattices of two commensurate superlattices

## Lattices, supercells and indices

A lattice in $d$ dimensions is given by a real $d\times d$ matrix $A$ with $\det A\neq0$ whose columns are the primitive vectors. Its points are $Av$ with $v\in\mathbb Z^d$, and its cell volume is $\operatorname{vol}(A)=|\det A|$. An integer matrix $M$ with $\det M\neq0$ defines the supercell $AM$, whose lattice is called a superlattice: it is a subgroup of the lattice of $A$ with a cell $|\det M|$ times as large. For $|\det M|>1$ it is a proper subgroup with a larger cell and a lower density of points, and for $|\det M|=1$ it is the lattice of $A$ itself. For two superlattices $H$ and $K$ of the same lattice $L$, the coincidence lattice $H\cap K$ consists of the points common to both, and the sum lattice $H+K$ consists of all $h+k$ with $h\in H$, $k\in K$. The index $[L:H]$ is the number of cosets $x+H$ in $L$.

In Lean a subgroup has type `AddSubgroup L`, the intersection is `H ⊓ K`, the sum is `H ⊔ K` (the smallest subgroup containing both), and `⊤` is all of $L$. The index `H.index` is a natural number that equals $0$ when there are infinitely many cosets, so `H.index ≠ 0` reads "$H$ has finite index". The group-theoretic statements hold for any abelian group $L$.

```lean
import Mathlib

open Matrix

namespace CoincidenceSumLattice

noncomputable section

section Index

variable {L : Type*} [AddCommGroup L]
```

## The index identity

Let $H$ and $K$ have finite index in $L$. The map $x\mapsto(x+H,\,x+K)$ separates the cosets of $H\cap K$, so $[L:H\cap K]\le[L:H][L:K]$ is finite. For nested subgroups $B\subseteq C\subseteq L$, each coset of $C$ splits into $[C:B]$ cosets of $B$, which is the tower law $[L:B]=[C:B]\,[L:C]$. Applied twice it gives
$$[L:H\cap K]=[K:H\cap K]\,[L:K],\qquad [L:H]=[H+K:H]\,[L:H+K],$$
and the second equation shows that $[L:H+K]$ divides $[L:H]$ and is finite. The homomorphism $K\to(H+K)/H$, $k\mapsto k+H$, is onto because $h+k+H=k+H$, and its kernel is $H\cap K$. Hence $[H+K:H]=[K:H\cap K]=:r$, and
$$[L:H\cap K]\,[L:H+K]=r\,[L:K]\,[L:H+K]=[L:H]\,[L:K].$$

```lean
/-- For finite-index subgroups `H`, `K` of an abelian group `L`, the intersection and the sum
have finite index and `[L : H ∩ K] [L : H + K] = [L : H] [L : K]`. -/
theorem index_inf_mul_index_sup (H K : AddSubgroup L) (hH : H.index ≠ 0) (hK : K.index ≠ 0) :
    (H ⊓ K).index ≠ 0 ∧ (H ⊔ K).index ≠ 0 ∧
      (H ⊓ K).index * (H ⊔ K).index = H.index * K.index := by
  refine ⟨AddSubgroup.index_inf_ne_zero hH hK,
    ne_zero_of_dvd_ne_zero hH (AddSubgroup.index_dvd_of_le le_sup_left), ?_⟩
  -- tower law for `H ∩ K ≤ K ≤ L` and for `H ≤ H + K ≤ L`
  have h1 := AddSubgroup.relIndex_mul_index (inf_le_right : H ⊓ K ≤ K)
  have h2 := AddSubgroup.relIndex_mul_index (le_sup_left : H ≤ H ⊔ K)
  -- second isomorphism theorem: `[H + K : H] = [K : H ∩ K]`
  rw [AddSubgroup.inf_relIndex_right] at h1
  rw [AddSubgroup.relIndex_sup_left] at h2
  rw [← h1, ← h2]
  ring
```

The theorem states the two finiteness claims and the identity. The `refine` disposes of finiteness, `h1` and `h2` are the two tower laws, and the two rewrites bring both relative indices to the same $r$. The rewrite with `AddSubgroup.relIndex_sup_left` is the isomorphism step; it needs $H$ to be normal, which commutativity of $L$ supplies. After that `ring` compares two orderings of one product. For $L=\mathbb Z$, $H=4\mathbb Z$, $K=6\mathbb Z$ the intersection is $12\mathbb Z$, the sum is $2\mathbb Z$, and the identity reads $12\cdot2=4\cdot6$.

## When the indices simply multiply

A subgroup is all of $L$ exactly when its index is $1$. If $[L:H\cap K]=[L:H][L:K]$, cancelling this nonzero number in the identity leaves $[L:H+K]=1$. Conversely, $[L:H+K]=1$ reduces the identity to the product formula. The two branches of the proof are these two substitutions into `e`.

```lean
/-- The index of the intersection of two finite-index subgroups is the product of their indices
exactly when the two subgroups together generate `L`. -/
theorem index_inf_eq_mul_iff (H K : AddSubgroup L) (hH : H.index ≠ 0) (hK : K.index ≠ 0) :
    (H ⊓ K).index = H.index * K.index ↔ H ⊔ K = ⊤ := by
  have e := (index_inf_mul_index_sup H K hH hK).2.2
  rw [← AddSubgroup.index_eq_one]
  constructor
  · intro h
    rw [h] at e
    exact mul_left_cancel₀ (mul_ne_zero hH hK) (e.trans (mul_one _).symm)
  · intro h
    rw [h, mul_one] at e
    exact e
```

The index $[L:H+K]$ divides both $[L:H]$ and $[L:K]$ by the tower law. If these are coprime it equals $1$, so $H+K=L$ (this is `htop`) and the product formula follows.

```lean
/-- Finite-index subgroups with coprime indices generate `L`, and the index of their
intersection is the product of their indices. -/
theorem index_inf_of_coprime (H K : AddSubgroup L) (hH : H.index ≠ 0) (hK : K.index ≠ 0)
    (h : Nat.Coprime H.index K.index) :
    H ⊔ K = ⊤ ∧ (H ⊓ K).index = H.index * K.index := by
  have htop : H ⊔ K = ⊤ := by
    rw [← AddSubgroup.index_eq_one]
    exact Nat.eq_one_of_dvd_coprimes h (AddSubgroup.index_dvd_of_le le_sup_left)
      (AddSubgroup.index_dvd_of_le le_sup_right)
  exact ⟨htop, (index_inf_eq_mul_iff H K hH hK).2 htop⟩

end Index
```

## The crystal in Lean

The type `n` labels the Cartesian components and the primitive vectors, and $d$ is its number of elements. The map `position A` sends $v\in\mathbb Z^d$ to $Av\in\mathbb R^d$ and is additive, $A(a+b)=Aa+Ab$, so it carries subgroups to subgroups.

```lean
variable {n : Type*} [Fintype n] [DecidableEq n]

/-- The point `A v` with integer coordinates `v` along the columns of `A`. -/
def position (A : Matrix n n ℝ) : (n → ℤ) →+ (n → ℝ) :=
  AddMonoidHom.mk' (fun v => A *ᵥ fun i => (v i : ℝ)) (by
    intro a b
    simp only [← Matrix.mulVec_add]
    congr 1
    ext i
    simp)
```

The lattice is the range of this map, a set of points in $\mathbb R^d$ with no memory of the basis. An equality of two values of `lattice` is therefore an equality of point sets.

```lean
/-- The lattice `A ℤⁿ` of integer combinations of the columns of `A`. -/
def lattice (A : Matrix n n ℝ) : AddSubgroup (n → ℝ) := (position A).range
```

The volume of the parallelepiped spanned by the columns is taken to be $|\det A|$ by definition; it is not derived from a measure on $\mathbb R^d$.

```lean
/-- The volume `|det A|` of the cell spanned by the columns of `A`. -/
def cellVolume (A : Matrix n n ℝ) : ℝ := |A.det|
```

Column $j$ of $AM$ is $\sum_i M_{ij}\,a_i$, where $a_i$ is column $i$ of $A$. A code that stores lattice vectors as rows uses the transpose, $M^{T}A^{T}$.

```lean
/-- The supercell vectors `A M` built from the cell `A` with the integer matrix `M`. -/
def supercell (A : Matrix n n ℝ) (M : Matrix n n ℤ) : Matrix n n ℝ :=
  A * M.map (Int.cast : ℤ → ℝ)
```

The object `superlattice M` is the subgroup $M\mathbb Z^d$ of integer coordinate vectors and does not involve $A$.

```lean
/-- The subgroup `M ℤⁿ` of integer coordinate vectors. -/
def superlattice (M : Matrix n n ℤ) : AddSubgroup (n → ℤ) :=
  (LinearMap.range M.mulVecLin).toAddSubgroup
```

## Index and determinant

For $\det M\neq0$, integer row and column operations give $M=UDW$ with $U$, $W$ integer matrices of determinant $\pm1$ and $D=\operatorname{diag}(s_1,\dots,s_d)$, all $s_i\neq0$. Since $W\mathbb Z^d=\mathbb Z^d$ and $U$ is an automorphism of $\mathbb Z^d$, the index of $M\mathbb Z^d$ equals that of $D\mathbb Z^d$, which is $\prod_i|s_i|=|\det M|$. The Lean proof takes this count from Mathlib's `Submodule.natAbs_det_equiv`, which needs an isomorphism of $\mathbb Z^d$ onto the subgroup. The step `hinj` provides it: $Mv=0$ forces $v=0$, so $v\mapsto Mv$ is a bijection onto its range. The step `hd` identifies the determinant of the linear map with that of the matrix.

```lean
/-- For `det M ≠ 0` the index of `M ℤⁿ` in `ℤⁿ` is `|det M|`. -/
theorem index_superlattice (M : Matrix n n ℤ) (hM : M.det ≠ 0) :
    (superlattice M).index = M.det.natAbs := by
  have hinj : Function.Injective M.mulVecLin := by
    rw [← LinearMap.ker_eq_bot, LinearMap.ker_eq_bot']
    intro v hv
    exact Matrix.eq_zero_of_mulVec_eq_zero hM hv
  have h := Submodule.natAbs_det_equiv (LinearMap.range M.mulVecLin)
    (LinearEquiv.ofInjective _ hinj)
  have hd : LinearMap.det M.mulVecLin = M.det := LinearMap.det_toLin' M
  rw [← hd]
  refine h.symm.trans ?_
  exact congrArg (fun f : (n → ℤ) →ₗ[ℤ] (n → ℤ) => (LinearMap.det f).natAbs)
    (LinearMap.ext fun _ => rfl)
```

The converse implication is needed as well, because the determinants of the coincidence and sum cells will not be assumed nonzero. Let $k=[\mathbb Z^d:M\mathbb Z^d]$ be finite. The quotient group has $k$ elements, so $k$ times any vector lies in $M\mathbb Z^d$. For each unit vector $e_j$ there is then an integer vector $v_j$ with $Mv_j=k\,e_j$. With $R$ the matrix whose columns are the $v_j$, this says $MR=k\,\mathbb 1$, so $\det M\det R=k^d\neq0$. In the code these steps are `hk`, `hR` and `hd`, the last one argued by contradiction from $\det M=0$.

```lean
/-- If `M ℤⁿ` has finite index in `ℤⁿ`, then `det M ≠ 0`. -/
theorem det_ne_zero_of_index (M : Matrix n n ℤ) (h : (superlattice M).index ≠ 0) :
    M.det ≠ 0 := by
  -- the index times each unit vector lies in `M ℤⁿ`, so `M R = k 1`
  have hk : ∀ j : n, ∃ v : n → ℤ,
      M *ᵥ v = (superlattice M).index • (Pi.single j 1 : n → ℤ) :=
    fun j => AddSubgroup.nsmul_index_mem (superlattice M) (Pi.single j 1)
  choose v hv using hk
  have hR : M * (Matrix.of fun i j => v j i) =
      ((superlattice M).index : ℤ) • (1 : Matrix n n ℤ) := by
    ext i j
    have hij := congrFun (hv j) i
    simpa [Matrix.mul_apply, Matrix.mulVec, dotProduct, Matrix.one_apply, Pi.single_apply]
      using hij
  intro h0
  have hd := congrArg Matrix.det hR
  rw [det_mul, h0, zero_mul, det_smul, det_one, mul_one] at hd
  exact pow_ne_zero _ (by exact_mod_cast h) hd.symm
```

## From coordinates to points and volumes

If $\det A\neq0$, then $Av=0$ implies $v=0$, so each lattice point has unique integer coordinates.

```lean
/-- For `det A ≠ 0` distinct integer coordinates give distinct points. -/
theorem position_injective (A : Matrix n n ℝ) (hA : A.det ≠ 0) :
    Function.Injective (position A) := by
  rw [injective_iff_map_eq_zero]
  intro v hv
  have h0 : (fun i => (v i : ℝ)) = 0 := Matrix.eq_zero_of_mulVec_eq_zero hA hv
  ext i
  simpa using congrFun h0 i
```

Associativity, $(AM)v=A(Mv)$, is the statement `key`. It shows that the lattice of $AM$ is the image of $M\mathbb Z^d$ under $v\mapsto Av$, for any $A$ and $M$.

```lean
omit [DecidableEq n] in
/-- The lattice of the supercell `A M` consists of the points of the lattice of `A` whose
coordinates lie in `M ℤⁿ`. -/
theorem lattice_supercell (A : Matrix n n ℝ) (M : Matrix n n ℤ) :
    lattice (supercell A M) = (superlattice M).map (position A) := by
  have key : ∀ v, position (supercell A M) v = position A (M *ᵥ v) := by
    intro v
    show (A * M.map (Int.cast : ℤ → ℝ)) *ᵥ (fun i => (v i : ℝ)) =
      A *ᵥ fun i => (((M *ᵥ v) i : ℤ) : ℝ)
    rw [← Matrix.mulVec_mulVec]
    congr 1
    ext i
    simp [Matrix.mulVec, dotProduct]
  ext x
  constructor
  · rintro ⟨v, rfl⟩
    exact ⟨M *ᵥ v, ⟨v, rfl⟩, (key v).symm⟩
  · rintro ⟨_, ⟨v, rfl⟩, rfl⟩
    exact ⟨v, key v⟩
```

The product rule for determinants and the index formula give, for $\det M\neq0$,
$$\operatorname{vol}(AM)=|\det M|\,|\det A|=[\mathbb Z^d:M\mathbb Z^d]\;\operatorname{vol}(A).$$
The index thus counts primitive cells per supercell. The step `hc` says that the determinant of $M$ is the same whether computed over $\mathbb Z$ or over $\mathbb R$.

```lean
/-- For `det M ≠ 0` the supercell volume is the index of `M ℤⁿ` times the volume of `A`. -/
theorem cellVolume_supercell (A : Matrix n n ℝ) (M : Matrix n n ℤ) (hM : M.det ≠ 0) :
    cellVolume (supercell A M) = (superlattice M).index * cellVolume A := by
  have hc : (M.map (Int.cast : ℤ → ℝ)).det = (M.det : ℝ) :=
    (RingHom.map_det (Int.castRingHom ℝ) M).symm
  rw [index_superlattice M hM, Nat.cast_natAbs, Int.cast_abs, cellVolume, cellVolume, supercell,
    det_mul, hc, abs_mul, mul_comm]
```

## The volume relation

Let $A$ be real and $M,N,P,Q$ integer matrices with $\det A,\det M,\det N\neq0$. Suppose that $AP$ generates the coincidence lattice of the supercells $AM$ and $AN$ (hypothesis `hP`) and $AQ$ their sum lattice (`hQ`). Put $H=M\mathbb Z^d$ and $K=N\mathbb Z^d$. The map $v\mapsto Av$ always satisfies $A(H+K)=AH+AK$. Because it is injective, it also satisfies $A(H\cap K)=AH\cap AK$, and equal images come from equal subgroups. Therefore $P\mathbb Z^d=H\cap K$ and $Q\mathbb Z^d=H+K$. Both $H$ and $K$ have finite index, $|\det M|$ and $|\det N|$, so the index identity applies. It makes the indices of $P\mathbb Z^d$ and $Q\mathbb Z^d$ finite, hence $\det P,\det Q\neq0$. With $V=\operatorname{vol}(A)>0$ each of the four volumes is an index times $V$, and multiplying the index identity by $V^2$ gives
$$\operatorname{vol}(AP)\,\operatorname{vol}(AQ)=\operatorname{vol}(AM)\,\operatorname{vol}(AN),\qquad \operatorname{vol}(AP)>0,\quad\operatorname{vol}(AQ)>0.$$

```lean
/-- If the supercells `A P` and `A Q` generate the coincidence lattice and the sum lattice of the
nondegenerate supercells `A M` and `A N`, their volumes are positive and
`vol(A P) vol(A Q) = vol(A M) vol(A N)`. -/
theorem cellVolume_coincidence_mul_sum (A : Matrix n n ℝ) (M N P Q : Matrix n n ℤ)
    (hA : A.det ≠ 0) (hM : M.det ≠ 0) (hN : N.det ≠ 0)
    (hP : lattice (supercell A P) = lattice (supercell A M) ⊓ lattice (supercell A N))
    (hQ : lattice (supercell A Q) = lattice (supercell A M) ⊔ lattice (supercell A N)) :
    0 < cellVolume (supercell A P) ∧ 0 < cellVolume (supercell A Q) ∧
      cellVolume (supercell A P) * cellVolume (supercell A Q) =
        cellVolume (supercell A M) * cellVolume (supercell A N) := by
  -- pass to integer coordinates
  have inj := position_injective A hA
  simp only [lattice_supercell] at hP hQ
  rw [← AddSubgroup.map_inf _ _ _ inj] at hP
  rw [← AddSubgroup.map_sup] at hQ
  obtain ⟨h1, h2, h3⟩ := index_inf_mul_index_sup (superlattice M) (superlattice N)
    (by rw [index_superlattice M hM]; exact Int.natAbs_ne_zero.2 hM)
    (by rw [index_superlattice N hN]; exact Int.natAbs_ne_zero.2 hN)
  rw [← AddSubgroup.map_injective inj hP] at h1 h3
  rw [← AddSubgroup.map_injective inj hQ] at h2 h3
  -- every volume is an index times the volume of `A`
  rw [cellVolume_supercell A P (det_ne_zero_of_index P h1),
    cellVolume_supercell A Q (det_ne_zero_of_index Q h2),
    cellVolume_supercell A M hM, cellVolume_supercell A N hN]
  have hV : 0 < cellVolume A := abs_pos.2 hA
  have h3' : ((superlattice P).index : ℝ) * (superlattice Q).index =
      (superlattice M).index * (superlattice N).index := by exact_mod_cast h3
  refine ⟨mul_pos (Nat.cast_pos.2 (Nat.pos_of_ne_zero h1)) hV,
    mul_pos (Nat.cast_pos.2 (Nat.pos_of_ne_zero h2)) hV, ?_⟩
  linear_combination cellVolume A ^ 2 * h3'
```

The rewrites with `AddSubgroup.map_inf`, `AddSubgroup.map_sup` and `AddSubgroup.map_injective` are the passage to coordinates, `h1`, `h2`, `h3` are the three parts of the index theorem, and the closing `linear_combination` is the multiplication by $V^2$.

The matrices $P$ and $Q$ enter as given. That such generating matrices exist for every pair $M,N$ is a standard fact about subgroups of $\mathbb Z^d$ which the theorem neither uses nor proves. The hypothesis that both cells are integer supercells of one $A$ expresses exact commensurability, so incommensurate pairs and pairs matched only after straining are excluded. Both lattices contain the origin, so a relative shift is not described, and neither is the atomic basis. The matrices are square, so a two-dimensional layer is treated in its in-plane coordinates.

## Two mirror-image square superlattices

Take $A=\mathbb 1$ in the plane, with coordinates $(x_0,x_1)$ numbered from $0$ as in Lean, and
$$M=\begin{pmatrix}2&-1\\1&2\end{pmatrix},\qquad N=\begin{pmatrix}2&1\\-1&2\end{pmatrix},\qquad \det M=\det N=5.$$
Both cells are squares of side $\sqrt5$, and the two lattices are exchanged by $x_1\mapsto-x_1$. A point $x=M(a,b)^T=(2a-b,\;a+2b)$ has $x_0-2x_1=-5b$, and a point $x=N(c,e)^T=(2c+e,\;-c+2e)$ has $x_0+2x_1=5e$. For a common point, adding and subtracting give $2x_0=5(e-b)$ and $4x_1=5(e+b)$, so $x_0=5\,(x_0-2e+2b)$ and $x_1=5\,(x_1-e-b)$ are multiples of $5$. Conversely $(5p,5q)^T=M(2p+q,\,2q-p)^T=N(2p-q,\,p+2q)^T$. The coincidence lattice is $5\mathbb Z^2$. For the sum, $(2,1)$ is a column of $M$, $(3,1)=(2,-1)+(1,2)$ is the sum of the columns of $N$, and
$$x=(3x_1-x_0)\,(2,1)+(x_0-2x_1)\,(3,1)$$
for every integer $x$, so the sum lattice is $\mathbb Z^2$. The theorem states the two determinants and the two lattice equalities, which are `hM`, `hN`, `hP`, `hQ` in substance. Its auxiliary statement `mem` turns membership into two linear integer equations, the explicit coefficients are those above (with `d` for $e$), and `omega` checks the arithmetic.

```lean
/-- In the unit square lattice, the supercells with columns `(2,1), (-1,2)` and `(2,-1), (1,2)`
have determinant 5, coincidence lattice `5 ℤ²` and sum lattice `ℤ²`. -/
theorem cellVolume_coincidence_witness :
    (!![2, -1; 1, 2] : Matrix (Fin 2) (Fin 2) ℤ).det = 5 ∧
    (!![2, 1; -1, 2] : Matrix (Fin 2) (Fin 2) ℤ).det = 5 ∧
    lattice (supercell 1 !![5, 0; 0, 5]) =
      lattice (supercell 1 !![2, -1; 1, 2]) ⊓ lattice (supercell 1 !![2, 1; -1, 2]) ∧
    lattice (supercell 1 !![1, 0; 0, 1]) =
      lattice (supercell 1 !![2, -1; 1, 2]) ⊔ lattice (supercell 1 !![2, 1; -1, 2]) := by
  have mem : ∀ (a b c d : ℤ) (x : Fin 2 → ℤ), x ∈ superlattice !![a, b; c, d] ↔
      ∃ p q, a * p + b * q = x 0 ∧ c * p + d * q = x 1 := by
    intro a b c d x
    show (∃ v, !![a, b; c, d] *ᵥ v = x) ↔ _
    constructor
    · rintro ⟨v, rfl⟩
      refine ⟨v 0, v 1, ?_, ?_⟩ <;>
        simp [Matrix.mulVec, dotProduct, Fin.sum_univ_two]
    · rintro ⟨p, q, h0, h1⟩
      refine ⟨![p, q], ?_⟩
      ext i
      fin_cases i <;> simp [Matrix.mulVec, dotProduct, Fin.sum_univ_two, h0, h1]
  have inj := position_injective (1 : Matrix (Fin 2) (Fin 2) ℝ) (by simp)
  refine ⟨by simp [det_fin_two], by simp [det_fin_two], ?_, ?_⟩
  · simp only [lattice_supercell]
    rw [← AddSubgroup.map_inf _ _ _ inj]
    congr 1
    ext x
    simp only [AddSubgroup.mem_inf, mem]
    constructor
    · rintro ⟨p, q, h0, h1⟩
      exact ⟨⟨2 * p + q, 2 * q - p, by omega, by omega⟩,
        ⟨2 * p - q, p + 2 * q, by omega, by omega⟩⟩
    · rintro ⟨⟨a, b, h0, h1⟩, ⟨c, d, h2, h3⟩⟩
      exact ⟨x 0 - 2 * d + 2 * b, x 1 - d - b, by omega, by omega⟩
  · simp only [lattice_supercell]
    rw [← AddSubgroup.map_sup]
    congr 1
    ext x
    simp only [AddSubgroup.mem_sup, mem]
    constructor
    · intro _
      refine ⟨![2 * (3 * x 1 - x 0), 3 * x 1 - x 0], ⟨3 * x 1 - x 0, 0, ?_, ?_⟩,
        ![3 * (x 0 - 2 * x 1), x 0 - 2 * x 1], ⟨x 0 - 2 * x 1, x 0 - 2 * x 1, ?_, ?_⟩, ?_⟩
      · simp
      · simp
      · show _ = 3 * (x 0 - 2 * x 1)
        omega
      · show _ = x 0 - 2 * x 1
        omega
      · ext i
        fin_cases i <;> simp <;> omega
    · intro _
      exact ⟨x 0, x 1, by omega, by omega⟩

end

end CoincidenceSumLattice
```

```lean
#print axioms CoincidenceSumLattice.index_inf_of_coprime
#print axioms CoincidenceSumLattice.cellVolume_coincidence_mul_sum
```

```
'CoincidenceSumLattice.index_inf_of_coprime' depends on axioms: [propext, Classical.choice, Quot.sound]
'CoincidenceSumLattice.cellVolume_coincidence_mul_sum' depends on axioms: [propext, Classical.choice, Quot.sound]
```

The areas are $25\cdot1=5\cdot5$. The indices $5$ and $5$ are not coprime although the sum is all of $\mathbb Z^2$, so coprimality is sufficient for the product formula and not necessary. The coincidence cell holds $25/5=5$ cells of either superlattice, the number written $\Sigma=5$ for grain boundaries.

## Sizing a common supercell

A periodic electronic-structure calculation that contains two exactly commensurate superstructures of one crystal, such as a magnetic order with cell $AM$ and a distortion with cell $AN$, uses, in the ordinary supercell approach, a cell whose vectors are translations leaving both unchanged (special schemes, such as a generalised Bloch condition for spin spirals without spin-orbit coupling, can avoid a magnetic supercell). If $AM$ and $AN$ are primitive cells of the two superstructures, the smallest such cell generates the coincidence lattice. The following recipe is ordinary integer linear algebra and is not among the theorems above. The columns of the $d\times2d$ matrix $(M\,|\,N)$ generate $H+K$, and integer column reduction to Hermite normal form leaves $d$ nonzero columns, which form $Q$. Dividing the volume relation by $V^2$ then gives the number of primitive cells in the common supercell before $P$ is constructed,
$$|\det P|=\frac{|\det M|\,|\det N|}{|\det Q|}.$$
A matrix $P$ is obtained from a $\mathbb Z$-basis of the group of integer solutions $(u,w)$ of $Mu=Nw$, with columns $Mu$ (integer vectors that span the solutions only over $\mathbb Q$ can give a larger cell), and the formula is then a check on it. For $M=2\cdot\mathbb 1$ and $N=\operatorname{diag}(4,1)$ in the plane, the columns $(2,0),(0,2),(4,0),(0,1)$ reduce to $Q=\operatorname{diag}(2,1)$, so $|\det P|=4\cdot4/2=8$, in agreement with $P=\operatorname{diag}(4,2)$.
